# A truncated coupled-cluster energy below every eigenvalue of a positive semidefinite three-level Hamiltonian

In coupled-cluster theory the wave function is written $e^{T}\phi$, where $\phi$ is a reference state and the cluster operator $T$ excites out of it. The energy is the reference component of $e^{-T}He^{T}\phi$. The amplitudes in $T$ are fixed by requiring that the components of the same vector on selected excited states vanish. An expectation value of $H$ can never lie below the ground-state energy. The projected energy can, and three states are enough to show it.

Let $e_0,e_1,e_2$ be orthonormal, with $e_0$ as the reference, and let $E_{ij}$ be the matrix unit that takes $e_j$ to $e_i$. A plain $E$ denotes an energy. The cluster operator has one real amplitude $t$, and the Hamiltonian has one real parameter $b$:

$$T=t\,(E_{10}+E_{21}),\qquad H=vv^{\mathsf T},\qquad v=(1,1,b).$$

The $e_1$ component of $e^{-T}He^{T}e_0$ is called the singles residual, and the singles equation sets it to zero. The vector $v$ is not normalised: $H$ is $|v|^2=2+b^2$ times the projector onto the direction of $v$.

## An energy of −1 where the spectrum starts at 0

For all real $b$ and $t$,

$$e^{-T}He^{T}e_0=\Bigl(1+t+\tfrac{b t^2}{2}\Bigr)\begin{pmatrix}1\\ 1-t\\ b-t+\tfrac{t^2}{2}\end{pmatrix}.$$

At $b=-6$ and $t=1$ this is $(-1,\,0,\,13/2)$. The singles equation is solved and the coupled-cluster energy is $-1$, while every eigenvalue of $H$ is nonnegative.

## Amplitude equations with several solutions

A coupled-cluster program iterates the amplitudes until the residuals in the chosen excitation space are zero to within a threshold, and then evaluates the energy from the converged amplitudes. With singles and doubles in spin orbitals, and real integrals, that last step is

$$E=E_{\rm ref}+\sum_{ia}f_{ia}t_i^a+\tfrac14\sum_{ijab}\langle ij\|ab\rangle\,t_{ij}^{ab}+\tfrac12\sum_{ijab}\langle ij\|ab\rangle\,t_i^a t_j^b .$$

Here $i,j$ label occupied and $a,b$ virtual orbitals (in this formula only, $b$ is an index), $f$ is the Fock matrix, and $\langle ij\|ab\rangle$ are antisymmetrised two-electron integrals. The expression equals $\langle\phi|He^{T}\phi\rangle$, with the bra state $\langle\phi|$ in place of $\langle e^{T}\phi|$, so in general it is not the expectation value in the coupled-cluster state. In the three-level model the same step reads $E=H_{00}+H_{01}t+H_{02}t^2/2=1+1-3=-1$.

The difference matters when a code finds several solutions of the amplitude equations and ranks them by energy. For $b=-6$ the singles equation is $(1+t-3t^2)(1-t)=0$. The roots $t=(1\pm\sqrt{13})/6$ make the whole transformed vector zero, so they give exact ground states with energy $0$. A rule that keeps the lowest energy would discard both and keep $t=1$.

## From a terminating exponential to the counter-example

**The exponential.** Squaring gives $T^2=t^2E_{20}$, and a third application has nowhere to go, so $T^3=0$. Hence

$$e^{T}=1+T+\tfrac12T^2=\begin{pmatrix}1&0&0\\ t&1&0\\ t^2/2&t&1\end{pmatrix},$$

and $e^{-T}$ follows by replacing $t$ with $-t$.

**The transformed vector.** The first column of $e^{T}$ is $e^{T}e_0=(1,t,t^2/2)$. Its overlap with $v$ is $1+t+bt^2/2$, so $He^{T}e_0=(1+t+bt^2/2)\,v$. Applying $e^{-T}$ to $v$ gives

$$e^{-T}v=\bigl(1,\;-t+1,\;\tfrac{t^2}{2}-t+b\bigr),$$

which is the stated formula.

**The spectrum.** For real $x$ one has $x^{\mathsf T}Hx=(v\cdot x)^2\ge0$. If $Hx=\mu x$ with $x\neq0$, then $\mu\,(x\cdot x)\ge0$ and $x\cdot x>0$, so $\mu\ge0$. The energy $-1$ is therefore strictly below every eigenvalue.

**Any energy at all.** At $t=1$ the singles equation holds for every $b$, and the energy is $2+b/2$. Choosing $b=2E-4$ produces any prescribed real $E$. Positive semidefiniteness of $H$ thus puts no lower bound on the energy of a solved singles equation.

**The expectation value.** At $b=-6$ and $t=1$ the state is $\psi=(1,1,1/2)$, with $\psi\cdot\psi=9/4$. Its overlap with $v$ is $-1$, so $\psi^{\mathsf T}H\psi=1$. The normalised state $(2/3,2/3,1/3)$ has expectation value $4/9$, which respects the variational bound.

**The complete equations.** Suppose all components are projected, so that $e^{-T}He^{T}\phi=E\phi$. Multiplying by $e^{T}$ gives $H(e^{T}\phi)=E(e^{T}\phi)$, and multiplying by $e^{-T}$ leads back. For $\phi\neq0$ the vector $e^{T}\phi$ is nonzero, because $e^{T}$ is invertible, so $E$ is an eigenvalue. In the counter-example it is the $e_2$ component, $13/2$, that violates the complete equations.

## The three-level model in Lean

```lean
import Mathlib

open Matrix

namespace CoupledClusterNonVariational

noncomputable section

/-- The similarity-transformed Hamiltonian `exp(-T) H exp(T)`. -/
def transformed {n : Type*} [Fintype n] [DecidableEq n] (H T : Matrix n n ℝ) :
    Matrix n n ℝ :=
  NormedSpace.exp (-T) * H * NormedSpace.exp T

/-- The reference state `e0` of a three-level system. -/
def reference : Fin 3 → ℝ := ![1, 0, 0]

/-- The cluster operator `T = t (E_10 + E_21)` with a single amplitude `t`. -/
def excitation (t : ℝ) : Matrix (Fin 3) (Fin 3) ℝ :=
  !![0, 0, 0; t, 0, 0; 0, t, 0]

/-- The Hamiltonian `H = v vᵀ` with `v = (1, 1, b)`. -/
def hamiltonian (b : ℝ) : Matrix (Fin 3) (Fin 3) ℝ :=
  vecMulVec ![1, 1, b] ![1, 1, b]

/-- The coupled-cluster energy: the `e0` component of `exp(-T) H exp(T) e0`. -/
def ccEnergy (H T : Matrix (Fin 3) (Fin 3) ℝ) : ℝ :=
  (transformed H T *ᵥ reference) 0

/-- The singles residual: the `e1` component of `exp(-T) H exp(T) e0`. -/
def singlesResidual (H T : Matrix (Fin 3) (Fin 3) ℝ) : ℝ :=
  (transformed H T *ᵥ reference) 1

/-- The exponential of the cluster operator is a polynomial of second degree in the
amplitude, written here as a matrix. -/
theorem exp_excitation (t : ℝ) :
    NormedSpace.exp (excitation t) = !![1, 0, 0; t, 1, 0; t ^ 2 / 2, t, 1] := by
  have h3 : excitation t ^ 3 = 0 := by
    ext i j
    fin_cases i <;> fin_cases j <;>
      simp [excitation, pow_succ, Matrix.mul_apply, Fin.sum_univ_three]
  have h : NormedSpace.exp (excitation t)
      = ∑' n : ℕ, ((n.factorial : ℝ)⁻¹) • excitation t ^ n :=
    congrFun (NormedSpace.exp_eq_tsum (𝕂 := ℝ)
      (𝔸 := Matrix (Fin 3) (Fin 3) ℝ)) (excitation t)
  -- all terms from the third power on vanish
  have hz : ∀ n ∉ Finset.range 3,
      ((n.factorial : ℝ)⁻¹) • excitation t ^ n = 0 := by
    intro n hn
    obtain ⟨k, rfl⟩ := Nat.exists_eq_add_of_le (not_lt.mp (mt Finset.mem_range.mpr hn))
    rw [pow_add, h3, zero_mul, smul_zero]
  rw [h, tsum_eq_sum hz]
  ext i j
  fin_cases i <;> fin_cases j <;>
    simp [Finset.sum_range_succ, excitation, pow_succ, Nat.factorial]
  ring

/-- The matrix elements of the Hamiltonian `v vᵀ` with `v = (1, 1, b)`. -/
theorem hamiltonian_entries (b : ℝ) :
    hamiltonian b = !![1, 1, b; 1, 1, b; b, b, b * b] := by
  ext i j
  rw [hamiltonian, vecMulVec_apply]
  fin_cases i <;> fin_cases j <;> simp

/-- The transformed Hamiltonian acting on the reference, for every amplitude `t` and
every parameter `b` of the Hamiltonian. -/
theorem transformed_reference (b t : ℝ) :
    transformed (hamiltonian b) (excitation t) *ᵥ reference
      = (1 + t + b * t ^ 2 / 2) • ![1, 1 - t, b - t + t ^ 2 / 2] := by
  have hneg : -excitation t = excitation (-t) := by
    ext i j
    fin_cases i <;> fin_cases j <;> simp [excitation]
  -- apply the three factors to the reference one after the other
  rw [transformed, hneg, exp_excitation, exp_excitation, hamiltonian_entries,
    ← mulVec_mulVec, ← mulVec_mulVec]
  ext i
  fin_cases i <;>
    simp [reference, Matrix.mulVec, dotProduct, Fin.sum_univ_three] <;> ring

/-- The Hamiltonian `v vᵀ` is positive semidefinite. -/
theorem hamiltonian_posSemidef (b : ℝ) : (hamiltonian b).PosSemidef := by
  apply PosSemidef.of_dotProduct_mulVec_nonneg
  · apply IsHermitian.ext
    intro i j
    simp [hamiltonian, vecMulVec_apply, mul_comm]
  · intro x
    -- the quadratic form is the square of the overlap with v
    have hq : star x ⬝ᵥ hamiltonian b *ᵥ x = (x 0 + x 1 + b * x 2) ^ 2 := by
      simp [hamiltonian, Matrix.mulVec, dotProduct, Fin.sum_univ_three, vecMulVec_apply]
      ring
    rw [hq]
    positivity

/-- Every eigenvalue of the Hamiltonian `v vᵀ` is nonnegative. -/
theorem eigenvalue_nonneg (b μ : ℝ) (x : Fin 3 → ℝ) (hx : x ≠ 0)
    (h : hamiltonian b *ᵥ x = μ • x) : 0 ≤ μ := by
  have hq := (hamiltonian_posSemidef b).dotProduct_mulVec_nonneg x
  rw [h, dotProduct_smul, smul_eq_mul, star_trivial] at hq
  have hn : 0 ≤ x ⬝ᵥ x := Finset.sum_nonneg fun i _ => mul_self_nonneg (x i)
  have hp : 0 < x ⬝ᵥ x :=
    lt_of_le_of_ne hn fun h0 => hx (dotProduct_self_eq_zero.mp h0.symm)
  by_contra hμ
  nlinarith [mul_pos (neg_pos.mpr (not_le.mp hμ)) hp]

/-- For `v = (1, 1, -6)` and `t = 1` the Hamiltonian is positive semidefinite, the singles
equation is solved, and the coupled-cluster energy is `-1`, below every eigenvalue. -/
theorem ccEnergy_below_spectrum :
    (hamiltonian (-6)).PosSemidef ∧
    singlesResidual (hamiltonian (-6)) (excitation 1) = 0 ∧
    ccEnergy (hamiltonian (-6)) (excitation 1) = -1 ∧
    ∀ (μ : ℝ) (x : Fin 3 → ℝ), x ≠ 0 → hamiltonian (-6) *ᵥ x = μ • x →
      ccEnergy (hamiltonian (-6)) (excitation 1) < μ := by
  have hE : ccEnergy (hamiltonian (-6)) (excitation 1) = -1 := by
    rw [ccEnergy, transformed_reference]
    norm_num
  refine ⟨hamiltonian_posSemidef _, ?_, hE, ?_⟩
  · rw [singlesResidual, transformed_reference]
    simp
  · intro μ x hx h
    linarith [eigenvalue_nonneg _ μ x hx h]

/-- Every real number `E` is the coupled-cluster energy of a solved singles equation for
a positive semidefinite Hamiltonian, namely `v vᵀ` with `v = (1, 1, 2E - 4)`. -/
theorem ccEnergy_arbitrary (E : ℝ) :
    (hamiltonian (2 * E - 4)).PosSemidef ∧
    singlesResidual (hamiltonian (2 * E - 4)) (excitation 1) = 0 ∧
    ccEnergy (hamiltonian (2 * E - 4)) (excitation 1) = E := by
  refine ⟨hamiltonian_posSemidef _, ?_, ?_⟩
  · rw [singlesResidual, transformed_reference]
    simp
  · rw [ccEnergy, transformed_reference]
    simp
    ring

/-- For the unnormalised state `ψ = exp(T) e0` of the counter-example, the quadratic form `ψᵀ H ψ`
is `4/9` times the squared norm of `ψ`. -/
theorem expectation_value :
    let ψ := NormedSpace.exp (excitation 1) *ᵥ reference
    ψ ⬝ᵥ hamiltonian (-6) *ᵥ ψ = 4 / 9 * (ψ ⬝ᵥ ψ) := by
  intro ψ
  have hψ : ψ = ![1, 1, 1 / 2] := by
    simp only [ψ, exp_excitation]
    ext i
    fin_cases i <;> simp [reference, Matrix.mulVec, dotProduct, Fin.sum_univ_three]
  rw [hψ, hamiltonian_entries]
  simp [Matrix.mulVec, dotProduct, Fin.sum_univ_three]
  norm_num

/-- In any finite dimension, the complete set of projected coupled-cluster equations with
energy `E` is equivalent to the Schrödinger equation for `exp(T) φ` with the same `E`. -/
theorem full_equations_iff_schrodinger {n : Type*} [Fintype n] [DecidableEq n]
    (H T : Matrix n n ℝ) (φ : n → ℝ) (E : ℝ) :
    transformed H T *ᵥ φ = E • φ ↔
      H *ᵥ (NormedSpace.exp T *ᵥ φ) = E • (NormedSpace.exp T *ᵥ φ) := by
  have h1 : NormedSpace.exp T * NormedSpace.exp (-T) = 1 := by
    rw [← Matrix.exp_add_of_commute T (-T) (Commute.refl T).neg_right,
      add_neg_cancel, NormedSpace.exp_zero]
  have h2 : NormedSpace.exp (-T) * NormedSpace.exp T = 1 := mul_eq_one_comm.mp h1
  constructor
  · intro h
    -- multiply the projected equations by exp(T)
    have hl : H *ᵥ (NormedSpace.exp T *ᵥ φ)
        = NormedSpace.exp T *ᵥ (transformed H T *ᵥ φ) := by
      rw [transformed, mulVec_mulVec, mulVec_mulVec, ← mul_assoc, ← mul_assoc, h1, one_mul]
    rw [hl, h, mulVec_smul]
  · intro h
    -- multiply the Schrödinger equation by exp(-T)
    have hr : transformed H T *ᵥ φ
        = NormedSpace.exp (-T) *ᵥ (H *ᵥ (NormedSpace.exp T *ᵥ φ)) := by
      simp only [transformed, mulVec_mulVec, mul_assoc]
    rw [hr, h, mulVec_smul, mulVec_mulVec, h2, one_mulVec]

end

end CoupledClusterNonVariational
```

```lean
#print axioms CoupledClusterNonVariational.ccEnergy_below_spectrum
#print axioms CoupledClusterNonVariational.ccEnergy_arbitrary
#print axioms CoupledClusterNonVariational.expectation_value
#print axioms CoupledClusterNonVariational.full_equations_iff_schrodinger
```

```
'CoupledClusterNonVariational.ccEnergy_below_spectrum' depends on axioms: [propext, Classical.choice, Quot.sound]
'CoupledClusterNonVariational.ccEnergy_arbitrary' depends on axioms: [propext, Classical.choice, Quot.sound]
'CoupledClusterNonVariational.expectation_value' depends on axioms: [propext, Classical.choice, Quot.sound]
'CoupledClusterNonVariational.full_equations_iff_schrodinger' depends on axioms: [propext, Classical.choice, Quot.sound]
```

## What is established, and for which Hamiltonians

The states $e_0,e_1,e_2$ are the indices `0`, `1`, `2` of `Fin 3`, and operators are real matrices. `transformed H T` is $e^{-T}He^{T}$ with Mathlib's matrix exponential, `excitation t` is $T$, and `hamiltonian b` is $vv^{\mathsf T}$, built with `vecMulVec`. `ccEnergy` and `singlesResidual` read off components `0` and `1` of the transformed Hamiltonian acting on `reference`. `PosSemidef` means a Hermitian matrix with a nonnegative quadratic form.

`ccEnergy_below_spectrum` has no hypotheses and joins four statements: `hamiltonian (-6)` is positive semidefinite, the singles residual at $t=1$ is zero, the energy is $-1$, and this energy is less than every $\mu$ that satisfies $Hx=\mu x$ for some nonzero real $x$. Since $H$ is real and symmetric, such $\mu$ are all its eigenvalues.

`ccEnergy_arbitrary` gives the construction for any real $E$. The Hamiltonian changes with $E$, so the theorem does not say that one fixed Hamiltonian has solutions of arbitrarily low energy. `expectation_value` works with the unnormalised $\psi$ and therefore carries the factor $\psi\cdot\psi$ on the right.

`full_equations_iff_schrodinger` applies to any finite dimension, any real matrices `H` and `T`, and any vector `φ`. It does not require `φ` to be nonzero. For a zero vector both sides hold trivially and $E$ need not be an eigenvalue.

The model can be read as two electrons in two real orbitals, restricted to singlets. Then $e_0$ has both electrons in the first orbital, $e_1$ is the normalised open-shell singlet, and $e_2$ has both electrons in the second. The usual singles operator acts on these states as $T$, with $t$ equal to $\sqrt2$ times the usual amplitude. In this reading $b=H_{02}$ is an exchange integral, which is nonnegative for Coulomb repulsion, so $b=-6$ does not describe a molecule. The step from this matrix to an electronic Hamiltonian is left open: the counter-example refutes a variational bound that would follow from the form of the equations alone, and says nothing about how often, or by how much, molecular energies fall below the exact ones. This reading is stated here without a derivation, and the roots $(1\pm\sqrt{13})/6$ rest on the algebra in the text; neither is a Lean theorem.

The lemmas follow the derivation closely:

- `exp_excitation` evaluates the exponential.
- `transformed_reference` first shows that $-T$ is the cluster operator with amplitude $-t$. It then uses `mulVec_mulVec` to apply the three factors to the reference one after the other, and `ring` confirms the resulting polynomials.
- `hamiltonian_posSemidef` rewrites the quadratic form as a square.
- `eigenvalue_nonneg` inserts the eigenvalue equation into that form. Assuming $\mu<0$, `nlinarith` finds the contradiction with $x\cdot x>0$.
- `ccEnergy_below_spectrum` and `ccEnergy_arbitrary` substitute numbers into `transformed_reference`. The first then compares $-1$ with $\mu\ge0$ by `linarith`.
- `full_equations_iff_schrodinger` obtains $e^{T}e^{-T}=1$ from the addition rule for commuting exponents, and the product in the other order from `mul_eq_one_comm`. Each direction of the equivalence is then one multiplication.

## Ending an infinite series with `tsum_eq_sum`

In Mathlib the matrix exponential is defined by an infinite series, so unfolding the definition leaves an infinite sum and not yet a matrix with explicit entries. `NormedSpace.exp_eq_tsum` supplies the series as an equality of functions, and `congrFun` evaluates that equality at `excitation t`. The result is a sum `∑'` over all natural numbers $n$ of $T^n/n!$.

The lemma `tsum_eq_sum` replaces such a sum by a finite one, provided that every term outside a given finite set is zero. Here the set is `Finset.range 3`, which contains $0,1,2$. The proviso is the statement `hz`: an $n$ outside the set has the form $3+k$, so $T^n=T^3T^k=0$. No estimate of a remainder and no choice of matrix norm enters. What is left is $1+T+T^2/2$, which is compared with the stated matrix entry by entry.
